# Hankel determinants of end-site moments, up to the size of an open chain, are products of its hoppings

How much do the energy moments at the end of a tight-binding chain reveal about its hoppings? To answer this for matrices, we number the sites $0,\dots,M$, so that the end site $0$ always exists, and give each bond a forward hopping $b_k$ from $k$ to $k+1$ and an independent backward hopping $c_k$. With on-site energies $a_k$, the matrix $T$ has

$$T_{kk}=a_k,\qquad T_{k+1,k}=b_k,\qquad T_{k,k+1}=c_k,$$

and zeros elsewhere. Let $D_n$ be the determinant of the Hankel matrix with entries $(T^{j+k})_{00}$, $0\le j,k\le n$. For $n\le M$,

$$D_n=\prod_{k<n}(b_kc_k)^{n-k}.$$

A real symmetric chain has $c_k=b_k$, which gives $\prod_{k<n} b_k^{2(n-k)}$. A Hermitian chain has $c_k=\overline{b_k}$ and real $a_k$, which gives the same product with $|b_k|$.

## From moments to recursion coefficients

For real symmetric $T$, $\mu_p=(T^p)_{00}$ is the $p$-th moment of the local density of states at site $0$. In a non-interacting tight-binding calculation with a finite real symmetric Hamiltonian $H$, a code can apply $H$ repeatedly to a normalised real orbital $\varphi$ and form $\mu_{j+k}=\langle H^j\varphi|H^k\varphi\rangle$. In the Lanczos basis built from $\varphi$, $H$ acts on the space spanned by $\varphi,H\varphi,H^2\varphi,\dots$ as a chain with these moments, its hoppings chosen positive. The hoppings, which enter the continued fraction for the Green function, then follow from $b_0^2=D_1$ and, while the earlier hoppings are nonzero,

$$b_{n+1}^2=\frac{D_{n+2}D_n}{D_{n+1}^2}.$$

For example, $\mu_0,\dots,\mu_4=1,0,4,0,52$ give $D_0=1$, $D_1=4$, $D_2=144$, hence $b_0^2=4$ and $b_1^2=144/16=9$.

## Following the front along the chain

One application of $T$ carries amplitude forward by at most one site. This concerns multiplication by the matrix, not evolution in time, which involves all powers of $T$. Write

$$(T^{j+1})_{i0}=\sum_l T_{il}(T^j)_{l0}.$$

Suppose $(T^j)_{l0}=0$ for $l>j$. If $i>j+1$, the terms with $l>j$ vanish by this assumption, and those with $l\le j$ vanish because $T_{il}=0$. If $i=j+1$, only $l=j$ survives, with factor $b_j$. By induction from $T^0=1$,

$$(T^j)_{i0}=0\ \ (i>j),\qquad (T^j)_{j0}=b_0\cdots b_{j-1}.$$

The Krylov matrix $K_{mk}=(T^k)_{m0}$, $0\le m,k\le n$, is therefore upper triangular. Since $b_k$ occurs in the diagonal entries $k+1,\dots,n$,

$$\det K=\prod_{j=0}^{n}\prod_{k<j}b_k=\prod_{k<n}b_k^{\,n-k}.$$

Now insert a complete set of sites:

$$(T^{j+k})_{00}=\sum_l (T^j)_{0l}(T^k)_{l0}.$$

Sites $l>n$ drop out because $k\le n$. Transposing $T$ exchanges $b$ and $c$, so $(T^j)_{0l}$ is an entry of the Krylov matrix $K'$ of the exchanged chain. The Hankel matrix is thus $K'^{\mathsf T}K$, and its determinant is the stated product.

In the symmetric case $D_{m+1}=D_m(b_0\cdots b_m)^2$. Dividing this relation at $m=n+1$ by the one at $m=n$ gives the formula for $b_{n+1}^2$.

## Definitions and proofs in Lean

`chain M a b c` is $T$, with entries in any commutative ring; `hankel` and `krylov` are the two matrices above. The parameters are functions on all natural numbers, but the matrix uses only those belonging to its sites and bonds. The condition `n ≤ M` says $n<N$ for matrix size $N=M+1$.

`pow_apply_beyond` and `pow_apply_front` are the two inductions; in the second, `Finset.sum_eq_single` keeps the neighbouring site. `det_krylov` takes the triangular determinant and `prod_front` counts the factors. In `hankel_eq_krylov`, `Fintype.sum_of_injective` discards the sites beyond $n$, and `chain_transpose` supplies the exchange. `det_hankel` combines these results, and the next two theorems specialise it. `hopping_sq_from_moments` proves the recurrence as `step`, then clears the nonzero denominator.

```lean
import Mathlib

open Matrix

namespace ChainHankel

variable {R : Type*} [CommRing R] {M n : ℕ}

/-- The tridiagonal matrix of an open chain with sites `0, …, M`: on-site energies `a k`,
hopping `b k` from site `k` to `k + 1`, and hopping `c k` from site `k + 1` back to `k`. -/
def chain (M : ℕ) (a b c : ℕ → R) : Matrix (Fin (M + 1)) (Fin (M + 1)) R :=
  Matrix.of fun i j =>
    if i.val = j.val then a i.val
    else if i.val = j.val + 1 then b j.val
    else if j.val = i.val + 1 then c i.val
    else 0

/-- The Hankel matrix of the moments `(T ^ (j + k))₀₀` at site `0`, with `0 ≤ j, k ≤ n`. -/
def hankel (T : Matrix (Fin (M + 1)) (Fin (M + 1)) R) (n : ℕ) :
    Matrix (Fin (n + 1)) (Fin (n + 1)) R :=
  Matrix.of fun j k => (T ^ (j.val + k.val)) 0 0

/-- The Krylov matrix: column `k` holds the amplitudes of `T ^ k e₀` on the sites `0, …, n`. -/
def krylov (T : Matrix (Fin (M + 1)) (Fin (M + 1)) R) (h : n ≤ M) :
    Matrix (Fin (n + 1)) (Fin (n + 1)) R :=
  Matrix.of fun m k => (T ^ k.val) (Fin.castLE (Nat.succ_le_succ h) m) 0

/-- Transposing the chain matrix exchanges forward and backward hoppings. -/
theorem chain_transpose (a b c : ℕ → R) : (chain M a b c)ᵀ = chain M a c b := by
  ext i j
  simp only [chain, Matrix.transpose_apply, Matrix.of_apply]
  by_cases h : i = j
  · subst h
    simp
  · have h1 : i.val ≠ j.val := fun e => h (Fin.ext e)
    by_cases h2 : i.val = j.val + 1
    · have h3 : j.val ≠ i.val + 1 := by omega
      simp only [if_neg h1, if_neg h1.symm, if_neg h3, if_pos h2]
    · simp only [if_neg h1, if_neg h1.symm, if_neg h2]

/-- One application of the chain matrix never moves a particle forward by more than one site. -/
theorem chain_apply_far (a b c : ℕ → R) (i l : Fin (M + 1)) (h : l.val + 1 < i.val) :
    chain M a b c i l = 0 := by
  have h1 : i.val ≠ l.val := by omega
  have h2 : i.val ≠ l.val + 1 := by omega
  have h3 : l.val ≠ i.val + 1 := by omega
  simp only [chain, Matrix.of_apply, if_neg h1, if_neg h2, if_neg h3]

/-- After `j` applications of the chain matrix, a particle started at site `0` has no amplitude
beyond site `j`. -/
theorem pow_apply_beyond (a b c : ℕ → R) (j : ℕ) :
    ∀ i : Fin (M + 1), j < i.val → (chain M a b c ^ j) i 0 = 0 := by
  induction j with
  | zero =>
    intro i hi
    rw [pow_zero, Matrix.one_apply_ne]
    intro h
    simp [h] at hi
  | succ j ih =>
    intro i hi
    rw [pow_succ', Matrix.mul_apply]
    refine Finset.sum_eq_zero fun l _ => ?_
    by_cases hl : j < l.val
    · rw [ih l hl, mul_zero]
    · rw [chain_apply_far a b c i l (by omega), zero_mul]

/-- The amplitude that reaches site `j` after exactly `j` applications of the chain matrix is the
product of the forward hoppings on the way. -/
theorem pow_apply_front (a b c : ℕ → R) (j : ℕ) (hj : j < M + 1) :
    (chain M a b c ^ j) ⟨j, hj⟩ 0 = ∏ k ∈ Finset.range j, b k := by
  induction j with
  | zero => simp
  | succ j ih =>
    have hj' : j < M + 1 := by omega
    have hop : chain M a b c ⟨j + 1, hj⟩ ⟨j, hj'⟩ = b j := by simp [chain]
    -- only the neighbouring site `j` feeds the front
    rw [pow_succ', Matrix.mul_apply, Finset.sum_eq_single (⟨j, hj'⟩ : Fin (M + 1))]
    · rw [hop, ih hj', Finset.prod_range_succ, mul_comm]
    · intro l _ hl
      have hne : l.val ≠ j := fun e => hl (Fin.ext e)
      by_cases hlj : j < l.val
      · rw [pow_apply_beyond a b c j l hlj, mul_zero]
      · have hfar : l.val + 1 < j + 1 := by omega
        rw [chain_apply_far a b c ⟨j + 1, hj⟩ l hfar, zero_mul]
    · intro h
      exact absurd (Finset.mem_univ _) h

/-- For `n ≤ M`, the determinant of the chain's Krylov matrix is the product over `j ≤ n` of the
amplitudes `b 0 ⋯ b (j - 1)` at the front. -/
theorem det_krylov (a b c : ℕ → R) (h : n ≤ M) :
    (krylov (chain M a b c) h).det =
      ∏ j ∈ Finset.range (n + 1), ∏ k ∈ Finset.range j, b k := by
  have tri : (krylov (chain M a b c) h).BlockTriangular id :=
    fun i j hij => pow_apply_beyond a b c j.val _ hij
  rw [Matrix.det_of_isUpperTriangular tri,
    ← Fin.prod_univ_eq_prod_range (fun j => ∏ k ∈ Finset.range j, b k) (n + 1)]
  exact Finset.prod_congr rfl fun j _ =>
    pow_apply_front a b c j.val (lt_of_lt_of_le j.isLt (Nat.succ_le_succ h))

/-- For `n ≤ M`, the Hankel matrix is the transpose of the Krylov matrix of the transposed chain,
multiplied by the Krylov matrix of the chain itself. -/
theorem hankel_eq_krylov (a b c : ℕ → R) (h : n ≤ M) :
    hankel (chain M a b c) n =
      (krylov (chain M a c b) h)ᵀ * krylov (chain M a b c) h := by
  ext j k
  rw [Matrix.mul_apply]
  show (chain M a b c ^ (j.val + k.val)) 0 0 = _
  rw [pow_add, Matrix.mul_apply]
  symm
  refine Fintype.sum_of_injective (Fin.castLE (Nat.succ_le_succ h))
    (Fin.castLE_injective _) _ _ ?_ ?_
  · -- sites beyond `n` are not reached
    intro l hl
    have hk := k.isLt
    have hkl : k.val < l.val := by
      by_contra hc
      exact hl ⟨⟨l.val, by omega⟩, rfl⟩
    simp only [pow_apply_beyond a b c k.val l hkl, mul_zero]
  · intro m
    have ht : (chain M a c b ^ j.val) (Fin.castLE (Nat.succ_le_succ h) m) 0 =
        (chain M a b c ^ j.val) 0 (Fin.castLE (Nat.succ_le_succ h) m) := by
      rw [← chain_transpose a b c, ← Matrix.transpose_pow, Matrix.transpose_apply]
    exact congrArg
      (· * (chain M a b c ^ k.val) (Fin.castLE (Nat.succ_le_succ h) m) 0) ht

/-- The product over `j ≤ n` of the front amplitudes `b 0 ⋯ b (j - 1)` equals the product over
`k < n` of `b k ^ (n - k)`. -/
theorem prod_front (b : ℕ → R) (n : ℕ) :
    ∏ j ∈ Finset.range (n + 1), ∏ k ∈ Finset.range j, b k =
      ∏ k ∈ Finset.range n, b k ^ (n - k) := by
  induction n with
  | zero => simp
  | succ n ih =>
    have hs : ∏ k ∈ Finset.range (n + 1), b k ^ (n + 1 - k) =
        ∏ k ∈ Finset.range (n + 1), (b k ^ (n - k) * b k) := by
      refine Finset.prod_congr rfl fun k hk => ?_
      have hk' := Finset.mem_range.1 hk
      rw [← pow_succ, show n + 1 - k = n - k + 1 by omega]
    rw [Finset.prod_range_succ _ (n + 1), ih, hs, Finset.prod_mul_distrib,
      Finset.prod_range_succ (fun k => b k ^ (n - k)) n, Nat.sub_self, pow_zero, mul_one]

/-- For a chain with sites `0, …, M` and `n ≤ M`, the Hankel determinant of the moments at site
`0` is the product over `k < n` of `(b k * c k) ^ (n - k)`. -/
theorem det_hankel (a b c : ℕ → R) (h : n ≤ M) :
    (hankel (chain M a b c) n).det = ∏ k ∈ Finset.range n, (b k * c k) ^ (n - k) := by
  rw [hankel_eq_krylov a b c h, Matrix.det_mul, Matrix.det_transpose, det_krylov, det_krylov,
    prod_front, prod_front, ← Finset.prod_mul_distrib]
  exact Finset.prod_congr rfl fun k _ => by rw [mul_pow, mul_comm]

/-- For a real symmetric chain with sites `0, …, M` and `n ≤ M`, the Hankel determinant is the
product over `k < n` of `b k ^ (2 (n - k))`. -/
theorem det_hankel_symmetric (a b : ℕ → ℝ) (h : n ≤ M) :
    (hankel (chain M a b b) n).det = ∏ k ∈ Finset.range n, b k ^ (2 * (n - k)) := by
  rw [det_hankel a b b h]
  exact Finset.prod_congr rfl fun k _ => by rw [pow_mul, sq]

/-- For a Hermitian chain with complex hoppings and `n ≤ M`, the Hankel determinant is the
product over `k < n` of `|b k| ^ (2 (n - k))`. -/
theorem det_hankel_hermitian (a : ℕ → ℝ) (b : ℕ → ℂ) (h : n ≤ M) :
    (hankel (chain M (fun k => (a k : ℂ)) b (fun k => star (b k))) n).det =
      ((∏ k ∈ Finset.range n, ‖b k‖ ^ (2 * (n - k)) : ℝ) : ℂ) := by
  rw [det_hankel _ _ _ h, Complex.ofReal_prod]
  refine Finset.prod_congr rfl fun k _ => ?_
  have hk : b k * star (b k) = ((‖b k‖ ^ 2 : ℝ) : ℂ) := by
    rw [← Complex.normSq_eq_norm_sq]
    exact Complex.mul_conj (b k)
  show (b k * star (b k)) ^ (n - k) = _
  rw [hk, pow_mul, Complex.ofReal_pow (‖b k‖ ^ 2) (n - k)]

/-- In a real symmetric chain with sites `0, …, M`, where `n + 2 ≤ M` and the hoppings `b 0, …, b n`
are nonzero, the square of the next hopping `b (n + 1)` is the product of the Hankel determinants of
index `n + 2` and `n`, divided by the square of the one of index `n + 1`. -/
theorem hopping_sq_from_moments (a b : ℕ → ℝ) (h : n + 2 ≤ M) (hb : ∀ k ≤ n, b k ≠ 0) :
    b (n + 1) ^ 2 = (hankel (chain M a b b) (n + 2)).det * (hankel (chain M a b b) n).det /
      (hankel (chain M a b b) (n + 1)).det ^ 2 := by
  have key : ∀ m ≤ M, (hankel (chain M a b b) m).det =
      (∏ j ∈ Finset.range (m + 1), ∏ k ∈ Finset.range j, b k) ^ 2 := by
    intro m hm
    rw [hankel_eq_krylov a b b hm, Matrix.det_mul, Matrix.det_transpose, det_krylov, sq]
  -- each determinant is the previous one times a squared front amplitude
  have step : ∀ m, m + 1 ≤ M → (hankel (chain M a b b) (m + 1)).det =
      (hankel (chain M a b b) m).det * (∏ k ∈ Finset.range (m + 1), b k) ^ 2 := by
    intro m hm
    rw [key (m + 1) hm, key m (by omega), Finset.prod_range_succ _ (m + 1), mul_pow]
  have h0 : (hankel (chain M a b b) (n + 1)).det ≠ 0 := by
    rw [det_hankel_symmetric a b (by omega)]
    exact Finset.prod_ne_zero_iff.2 fun k hk =>
      pow_ne_zero _ (hb k (Nat.lt_succ_iff.1 (Finset.mem_range.1 hk)))
  have h1 := step n (by omega)
  have h2 : (hankel (chain M a b b) (n + 2)).det = (hankel (chain M a b b) (n + 1)).det *
      ((∏ k ∈ Finset.range (n + 1), b k) * b (n + 1)) ^ 2 := by
    rw [← Finset.prod_range_succ]
    exact step (n + 1) h
  rw [eq_div_iff (pow_ne_zero 2 h0), h2]
  linear_combination b (n + 1) ^ 2 * (hankel (chain M a b b) (n + 1)).det * h1

end ChainHankel
```

```lean
#print axioms ChainHankel.det_hankel_hermitian
#print axioms ChainHankel.hopping_sq_from_moments
```

```
'ChainHankel.det_hankel_hermitian' depends on axioms: [propext, Classical.choice, Quot.sound]
'ChainHankel.hopping_sq_from_moments' depends on axioms: [propext, Classical.choice, Quot.sound]
```

## Chain length, phases and rounding

The theorems start from a matrix that is already tridiagonal; the Lanczos reduction of a general $H$ is a separate step. As long as the earlier hoppings are nonzero, the determinants fix $b_k^2$ in the real symmetric case and $|b_k|^2$ in the Hermitian one; signs and phases of the hoppings remain open.

The bound on $n$ matters already for a single site: with $M=0$ and $n=1$ the determinant is $a_0^2-a_0^2=0$, while the product would contain a bond that the chain lacks.

The identities hold for exact moments and give no error bound. In floating point, Hankel matrices of moments typically become ill-conditioned as $n$ grows, and the quotient for $b_{n+1}^2$ then loses digits.
